# The Euclidean operator norm of periodic convolution is the largest modulus of the kernel's unnormalised discrete Fourier transform

The size of a grid function has to be fixed before a convolution can have an operator norm. Here it is the Euclidean norm,

‖f‖² = ∑ₓ |f(x)|²,

whereas Mathlib gives the plain function type `ZMod N → ℂ` the maximum norm. The operator therefore acts on `EuclideanSpace ℂ (ZMod N)`, which has the same functions but the required norm. The grid is `ZMod N`, the integers modulo N, so positions and wave numbers wrap around. The assumption `NeZero N` says that N ≥ 1.

```lean
import Mathlib

open scoped ComplexConjugate

namespace ConvolutionOperatorNorm

noncomputable section

variable {N : ℕ} [NeZero N]
```

## Plane waves, transform and convolution

For a wave number k and a position x, the plane wave is

e_k(x) = exp(2πi k x/N).

In Lean it is `wave k x`, the standard additive character of `ZMod N` evaluated at k·x.

```lean
/-- The plane wave `exp(2πi k x / N)` on the periodic grid with `N` points. -/
def wave (k x : ZMod N) : ℂ := ZMod.stdAddChar (k * x)
```

The discrete Fourier transform of f, written f̂ and called `dft f`, carries no prefactor:

f̂(k) = ∑_j conj(e_k(j)) f(j).

With a prefactor 1/√N in the transform, the values of K̂ below would have to be multiplied by √N.

```lean
/-- The unnormalised discrete Fourier transform: the sum over the grid of `f` against the
conjugate plane wave. -/
def dft (f : ZMod N → ℂ) (k : ZMod N) : ℂ := ∑ j, conj (wave k j) * f j
```

The convolution of a kernel K with f is the periodic sum

(K*f)(x) = ∑_y K(x − y) f(y).

It contains no grid spacing; a quadrature weight would have to be absorbed into K.

```lean
/-- The periodic convolution `K * f` on the grid. -/
def conv (K f : ZMod N → ℂ) (x : ZMod N) : ℂ := ∑ y, K (x - y) * f y
```

Write T for the linear map f ↦ K*f, which is `convOp K` in Lean. The two fields check additivity and homogeneity, and continuity is automatic in finite dimension. Thus `‖convOp K‖` is the operator norm, the smallest C ≥ 0 with ‖K*f‖ ≤ C‖f‖ for every f.

```lean
/-- Convolution with the kernel `K` as an operator on grid functions with the Euclidean norm. -/
def convOp (K : ZMod N → ℂ) :
    EuclideanSpace ℂ (ZMod N) →L[ℂ] EuclideanSpace ℂ (ZMod N) :=
  LinearMap.toContinuousLinearMap
    { toFun := fun f => WithLp.toLp 2 (conv K f.ofLp)
      map_add' := by
        intro f g
        ext x
        simp [conv, mul_add, Finset.sum_add_distrib]
      map_smul' := by
        intro c f
        ext x
        simp [conv, Finset.mul_sum, mul_left_comm] }
```

## Phases and orthogonality

The exponent in e_k(x) is imaginary, so

|e_k(x)| = 1.

```lean
/-- A plane wave has modulus one at every grid point. -/
lemma norm_wave (k x : ZMod N) : ‖wave k x‖ = 1 :=
  AddChar.norm_apply _ _
```

Exponents add, so

e_k(x + y) = e_k(x) e_k(y).

```lean
/-- A plane wave turns a sum of positions into a product of phases. -/
lemma wave_add (k x y : ZMod N) : wave k (x + y) = wave k x * wave k y := by
  simp only [wave, mul_add, AddChar.map_add_eq_mul]
```

A complex number c with |c| = 1 satisfies

conj(c) c = |c|² = 1.

```lean
/-- A number of modulus one times its conjugate is one. -/
lemma conj_mul_self_of_norm {c : ℂ} (hc : ‖c‖ = 1) : conj c * c = 1 := by
  rw [mul_comm, Complex.mul_conj, Complex.normSq_eq_norm_sq, hc]
  norm_num
```

Writing y = (y − x) + x and multiplying by conj(e_k(x)) gives the relative phase

conj(e_k(x)) e_k(y) = e_k(y − x).

```lean
/-- The relative phase of a plane wave between two points depends only on their separation. -/
lemma conj_wave_mul (k x y : ZMod N) : conj (wave k x) * wave k y = wave k (y - x) := by
  have h := wave_add k (y - x) x
  rw [sub_add_cancel] at h
  linear_combination conj (wave k x) * h
    + wave k (y - x) * conj_mul_self_of_norm (norm_wave k x)
```

Now sum this over k, with d = y − x. If d = 0, every term is 1 and the sum is N. If d ≠ 0, multiplying the sum by exp(2πi d/N) ≠ 1 only shifts k by one and leaves the sum unchanged, so it vanishes:

∑_k conj(e_k(x)) e_k(y) = N if x = y, and 0 otherwise.

Mathlib supplies this character sum as `AddChar.sum_mulShift`.

```lean
/-- Summed over all wave numbers, the relative phase between two grid points gives `N` if the
points coincide and zero otherwise. -/
lemma wave_orthogonality (x y : ZMod N) :
    ∑ k, conj (wave k x) * wave k y = if x = y then (N : ℂ) else 0 := by
  have s := AddChar.sum_mulShift (y - x) (ZMod.isPrimitive_stdAddChar N)
  simp only [conj_wave_mul]
  simp only [wave]
  rw [s]
  by_cases h : x = y
  · subst h
    simp [ZMod.card]
  · have h' : y - x ≠ 0 := sub_ne_zero.2 (Ne.symm h)
    simp [h, h']
```

Expanding the squared transform and summing over k first gives Parseval's identity:

∑_k |f̂(k)|² = ∑ₓ ∑_y f(x) conj(f(y)) ∑_k conj(e_k(x)) e_k(y) = N ∑ₓ |f(x)|².

The three steps of the `calc` block expand the product, exchange the sums and apply orthogonality.

```lean
/-- Parseval's identity: the squared norm of the transform is `N` times that of the function. -/
theorem parseval (f : ZMod N → ℂ) : ∑ k, ‖dft f k‖ ^ 2 = N * ∑ x, ‖f x‖ ^ 2 := by
  have key : ∑ k, dft f k * conj (dft f k) = N * ∑ x, f x * conj (f x) := by
    calc ∑ k, dft f k * conj (dft f k)
        = ∑ k, ∑ x, ∑ y, (f x * conj (f y)) * (conj (wave k x) * wave k y) := by
          refine Finset.sum_congr rfl fun k _ => ?_
          simp only [dft, map_sum, Finset.sum_mul_sum, map_mul, Complex.conj_conj]
          refine Finset.sum_congr rfl fun x _ => Finset.sum_congr rfl fun y _ => ?_
          ring
      _ = ∑ x, ∑ y, (f x * conj (f y)) * ∑ k, conj (wave k x) * wave k y := by
          rw [Finset.sum_comm]
          refine Finset.sum_congr rfl fun x _ => ?_
          rw [Finset.sum_comm]
          refine Finset.sum_congr rfl fun y _ => ?_
          rw [Finset.mul_sum]
      _ = N * ∑ x, f x * conj (f x) := by
          simp only [wave_orthogonality, mul_ite, mul_zero, Finset.sum_ite_eq,
            Finset.mem_univ, if_true, Finset.mul_sum]
          exact Finset.sum_congr rfl fun x _ => mul_comm _ _
  simp only [Complex.mul_conj, Complex.normSq_eq_norm_sq] at key
  exact_mod_cast key
```

## Convolution in Fourier space

In the transform of K*f, replace x by x + y at fixed y. The phase factorises:

∑_y ∑ₓ conj(e_k(x)) K(x − y) f(y)
= ∑_y ∑ₓ conj(e_k(x)) K(x) conj(e_k(y)) f(y)
= K̂(k) f̂(k).

The shift is a bijection of the periodic grid, which Lean applies through `Equiv.addRight y`.

```lean
/-- The convolution theorem: the transform of `K * f` is the product of the transforms. -/
theorem dft_conv (K f : ZMod N → ℂ) (k : ZMod N) :
    dft (conv K f) k = dft K k * dft f k := by
  calc dft (conv K f) k = ∑ y, ∑ x, conj (wave k x) * (K (x - y) * f y) := by
        simp only [dft, conv, Finset.mul_sum]
        exact Finset.sum_comm
    _ = ∑ y, ∑ x, (conj (wave k x) * K x) * (conj (wave k y) * f y) := by
        refine Finset.sum_congr rfl fun y _ => ?_
        -- shift the grid by `y`
        refine (Equiv.sum_comp (Equiv.addRight y) _).symm.trans ?_
        refine Finset.sum_congr rfl fun x _ => ?_
        simp only [Equiv.coe_addRight, add_sub_cancel_right, wave_add, map_mul]
        ring
    _ = dft K k * dft f k := by
        simp only [dft, Finset.sum_mul_sum]
        exact Finset.sum_comm
```

For f = e_k, replace y by x − y instead:

(K*e_k)(x) = ∑_y K(y) e_k(x − y) = ∑_y K(y) conj(e_k(y)) e_k(x) = K̂(k) e_k(x).

Each plane wave is therefore an eigenfunction with eigenvalue K̂(k).

```lean
/-- Each plane wave is an eigenfunction of convolution with `K`, with eigenvalue the transform
of `K` at its wave number. -/
theorem conv_wave (K : ZMod N → ℂ) (k x : ZMod N) :
    conv K (wave k) x = dft K k * wave k x := by
  rw [conv, dft, Finset.sum_mul]
  refine (Equiv.sum_comp (Equiv.subLeft x) _).symm.trans ?_
  refine Finset.sum_congr rfl fun y _ => ?_
  simp only [Equiv.subLeft_apply, sub_sub_cancel]
  rw [← conj_wave_mul]
  ring
```

## The norm is attained on a plane wave

The plane wave has ‖e_k‖ = √N, so e_k/√N is a unit vector, and T stretches it by |K̂(k)|. Hence

|K̂(k)| ≤ ‖T‖ for every k.

Lean works with the unnormalised wave and cancels its positive norm.

For the reverse bound, let m be a wave number at which |K̂| is largest. Parseval's identity, used twice, and the convolution theorem give

N‖K*f‖² = ∑_k |K̂(k)|² |f̂(k)|² ≤ |K̂(m)|² ∑_k |f̂(k)|² = |K̂(m)|² N‖f‖².

Dividing by N and taking square roots yields ‖T‖ ≤ |K̂(m)|. The statement uses `IsGreatest`: the norm is one of the numbers |K̂(k)|, and none of them exceeds it.

For a linear, constant-coefficient time-stepping scheme on a finite periodic one-dimensional grid whose step is such a convolution, this number is the largest factor by which one step can amplify the Euclidean norm.

```lean
/-- The operator norm of convolution with `K` is the largest absolute value of the discrete
Fourier transform of `K`. -/
theorem norm_convOp_isGreatest (K : ZMod N → ℂ) :
    IsGreatest (Set.range fun k => ‖dft K k‖) ‖convOp K‖ := by
  -- plane waves give the lower bound
  have lower : ∀ k, ‖dft K k‖ ≤ ‖convOp K‖ := by
    intro k
    let w : EuclideanSpace ℂ (ZMod N) := WithLp.toLp 2 (wave k)
    have hw : convOp K w = dft K k • w := by
      ext x
      exact conv_wave K k x
    have hpos : 0 < ‖w‖ := by
      refine norm_pos_iff.2 fun h0 => ?_
      have h1 : wave k 0 = 0 := congrArg (fun v => v.ofLp 0) h0
      have h2 := norm_wave k 0
      rw [h1, norm_zero] at h2
      exact zero_ne_one h2
    have h := (convOp K).le_opNorm w
    rw [hw, norm_smul] at h
    exact le_of_mul_le_mul_right h hpos
  obtain ⟨m, hm⟩ := Finite.exists_max fun k => ‖dft K k‖
  -- Parseval and the convolution theorem give the upper bound
  have upper : ‖convOp K‖ ≤ ‖dft K m‖ := by
    refine ContinuousLinearMap.opNorm_le_bound _ (norm_nonneg _) fun f => ?_
    refine (sq_le_sq₀ (norm_nonneg _) (by positivity)).1 ?_
    rw [mul_pow, EuclideanSpace.norm_sq_eq (convOp K f), EuclideanSpace.norm_sq_eq f]
    change ∑ x, ‖conv K f.ofLp x‖ ^ 2 ≤ ‖dft K m‖ ^ 2 * ∑ x, ‖f.ofLp x‖ ^ 2
    have hN : (0 : ℝ) < N := Nat.cast_pos.2 (NeZero.pos N)
    refine le_of_mul_le_mul_left ?_ hN
    rw [← parseval, mul_left_comm, ← parseval, Finset.mul_sum]
    refine Finset.sum_le_sum fun k _ => ?_
    rw [dft_conv, norm_mul, mul_pow]
    have := hm k
    gcongr
  refine ⟨⟨m, le_antisymm (lower m) upper⟩, ?_⟩
  rintro _ ⟨k, rfl⟩
  exact lower k
```

## The bound by the sum of moduli

Choose k with |K̂(k)| = ‖T‖. The triangle inequality and |e_k(j)| = 1 give

‖T‖ = |∑_j conj(e_k(j)) K(j)| ≤ ∑_j |K(j)|.

```lean
/-- The operator norm of convolution with `K` is at most the sum of the absolute values
of `K`. -/
theorem norm_convOp_le (K : ZMod N → ℂ) : ‖convOp K‖ ≤ ∑ j, ‖K j‖ := by
  obtain ⟨k, hk⟩ := (norm_convOp_isGreatest K).1
  rw [← hk]
  refine (norm_sum_le _ _).trans_eq (Finset.sum_congr rfl fun j _ => ?_)
  rw [norm_mul, RCLike.norm_conj, norm_wave, one_mul]
```

Equality holds exactly when some wave number k and some constant c with |c| = 1 satisfy

K(j) = c |K(j)| e_k(j) for all j.

Points where K(j) = 0 impose no condition.

Suppose first that equality holds, and again choose k with |K̂(k)| = ‖T‖. Write K̂(k) = c |K̂(k)| with |c| = 1, taking c = 1 if K̂(k) = 0. Set

z_j = conj(c) conj(e_k(j)) K(j).

Then |z_j| = |K(j)|, and

∑_j Re z_j = |K̂(k)| = ∑_j |K(j)|.

Since Re z_j ≤ |z_j| for each j, equal sums force Re z_j = |z_j| term by term; this is `heq` in the code. From |z_j|² = (Re z_j)² + (Im z_j)² it follows that Im z_j = 0, so z_j = |K(j)|. Multiplying by c e_k(j) gives the stated form of K.

Conversely, if K has that form, then

K̂(k) = c ∑_j |K(j)|,

so ∑_j |K(j)| = |K̂(k)| ≤ ‖T‖, and the previous bound supplies the other inequality.

```lean
/-- The operator norm equals the sum of the absolute values of `K` exactly when the phases of
`K` are those of a single plane wave, up to a constant phase. -/
theorem norm_convOp_eq_sum_iff (K : ZMod N → ℂ) :
    ‖convOp K‖ = ∑ j, ‖K j‖ ↔
      ∃ (k : ZMod N) (c : ℂ), ‖c‖ = 1 ∧ ∀ j, K j = c * (‖K j‖ : ℂ) * wave k j := by
  constructor
  · intro h
    obtain ⟨k, hk⟩ := (norm_convOp_isGreatest K).1
    have hk' : ‖dft K k‖ = ‖convOp K‖ := hk
    -- the phase `c` of the largest Fourier coefficient
    obtain ⟨c, hc, hS⟩ : ∃ c : ℂ, ‖c‖ = 1 ∧ dft K k = c * (‖dft K k‖ : ℂ) := by
      by_cases h0 : dft K k = 0
      · exact ⟨1, norm_one, by simp [h0]⟩
      · have hn : ‖dft K k‖ ≠ 0 := norm_ne_zero_iff.2 h0
        have hn' : (‖dft K k‖ : ℂ) ≠ 0 := Complex.ofReal_ne_zero.2 hn
        refine ⟨dft K k / (‖dft K k‖ : ℂ), ?_, (div_mul_cancel₀ _ hn').symm⟩
        rw [norm_div, Complex.norm_real, norm_norm, div_self hn]
    have hcc := conj_mul_self_of_norm hc
    have hz : ∑ j, (conj c * (conj (wave k j) * K j)).re = ∑ j, ‖K j‖ := by
      rw [← Complex.re_sum, ← Finset.mul_sum]
      change (conj c * dft K k).re = _
      have h1 : conj c * dft K k = (‖dft K k‖ : ℂ) := by
        linear_combination conj c * hS + (‖dft K k‖ : ℂ) * hcc
      rw [h1, Complex.ofReal_re, hk', h]
    have hn : ∀ j, ‖conj c * (conj (wave k j) * K j)‖ = ‖K j‖ := fun j => by
      rw [norm_mul, norm_mul, RCLike.norm_conj, RCLike.norm_conj, hc, norm_wave,
        one_mul, one_mul]
    -- every term must be real and nonnegative after the rotation
    have heq := (Finset.sum_eq_sum_iff_of_le fun j _ =>
      (Complex.re_le_norm _).trans_eq (hn j)).1 hz
    refine ⟨k, c, hc, fun j => ?_⟩
    have hre := heq j (Finset.mem_univ j)
    have hsq := Complex.sq_norm (conj c * (conj (wave k j) * K j))
    rw [hn, Complex.normSq_apply, hre] at hsq
    have him : (conj c * (conj (wave k j) * K j)).im = 0 :=
      mul_self_eq_zero.1 (by linarith [sq (‖K j‖)])
    have hzj : conj c * (conj (wave k j) * K j) = (‖K j‖ : ℂ) :=
      Complex.ext (by rw [hre, Complex.ofReal_re]) (by rw [him, Complex.ofReal_im])
    linear_combination c * wave k j * hzj - K j * conj (wave k j) * wave k j * hcc
      - K j * conj_mul_self_of_norm (norm_wave k j)
  · rintro ⟨k, c, hc, h⟩
    refine le_antisymm (norm_convOp_le K) ?_
    have hd : dft K k = c * ((∑ j, ‖K j‖ : ℝ) : ℂ) := by
      rw [dft, Complex.ofReal_sum, Finset.mul_sum]
      refine Finset.sum_congr rfl fun j _ => ?_
      linear_combination conj (wave k j) * h j
        + c * (‖K j‖ : ℂ) * conj_mul_self_of_norm (norm_wave k j)
    have hle : ‖dft K k‖ ≤ ‖convOp K‖ := (norm_convOp_isGreatest K).2 ⟨k, rfl⟩
    rwa [hd, norm_mul, hc, one_mul, Complex.norm_real,
      Real.norm_of_nonneg (Finset.sum_nonneg fun j _ => norm_nonneg _)] at hle
```

A real nonnegative kernel κ satisfies the condition with k = 0 and c = 1, because e_0(j) = 1 and |κ(j)| = κ(j). Therefore

‖T‖ = ∑_j κ(j).

In particular, convolution with a nonnegative kernel of sum 1 has operator norm 1. In Lean, κ takes real values, which are then regarded as complex numbers to form the operator.

```lean
/-- For a real nonnegative kernel the operator norm of convolution is the sum of the kernel. -/
theorem norm_convOp_of_nonneg (κ : ZMod N → ℝ) (hκ : ∀ j, 0 ≤ κ j) :
    ‖convOp fun j => (κ j : ℂ)‖ = ∑ j, κ j := by
  have hn : ∀ j, ‖(κ j : ℂ)‖ = κ j := fun j => by
    rw [Complex.norm_real, Real.norm_of_nonneg (hκ j)]
  have h := (norm_convOp_eq_sum_iff fun j => (κ j : ℂ)).2
    ⟨0, 1, norm_one, fun j => by
      simp only [hn, wave, zero_mul, AddChar.map_zero_eq_one, one_mul, mul_one]⟩
  rw [h]
  exact Finset.sum_congr rfl fun j _ => hn j

end

end ConvolutionOperatorNorm
```

```lean
#print axioms ConvolutionOperatorNorm.norm_convOp_isGreatest
-- 'ConvolutionOperatorNorm.norm_convOp_isGreatest' depends on axioms: [propext, Classical.choice, Quot.sound]
#print axioms ConvolutionOperatorNorm.norm_convOp_of_nonneg
-- 'ConvolutionOperatorNorm.norm_convOp_of_nonneg' depends on axioms: [propext, Classical.choice, Quot.sound]
```
